# Thermal Lehmann representation of a finite-dimensional Green's function at fermionic Matsubara frequencies

## Conventions and definitions

Units have ħ = k_B = 1, and β > 0 is the inverse temperature. The Hamiltonian H and the operator c are complex square matrices whose rows and columns are labelled by a finite type `n`, one label per many-body basis state. In a grand-canonical calculation, H includes the term −μN. A dagger (`ᴴ` in Lean) is the conjugate transpose.

```lean
import Mathlib

open Matrix NormedSpace

namespace ThermalLehmann

noncomputable section

variable {n : Type*} [Fintype n] [DecidableEq n]
```

For an integer p, the fermionic Matsubara frequency is

w = (2p + 1)π/β.

```lean
/-- The fermionic Matsubara frequency `(2p+1)π/β`, for nonzero `β`. -/
def matsubara (β : ℝ) (p : ℤ) : ℝ := (2 * p + 1) * Real.pi / β
```

A diagonal Hamiltonian is given by its energies E_m. Their type, `n → ℝ`, makes them real; they may be degenerate and come in any order.

```lean
/-- The Hamiltonian that is diagonal with real energies `E`. -/
def levels (E : n → ℝ) : Matrix n n ℂ := diagonal fun m => (E m : ℂ)
```

The Boltzmann operator exp(−sH) is the matrix exponential, defined for any H.

```lean
/-- The Boltzmann operator `exp(-sH)`. -/
def boltzmann (H : Matrix n n ℂ) (s : ℝ) : Matrix n n ℂ :=
  NormedSpace.exp (-(s : ℂ) • H)
```

The imaginary-time Green's function is

G(τ) = −tr(exp(−(β−τ)H) c exp(−τH) c†).

It is not divided by the partition function Z = tr exp(−βH). For Hermitian H and at least one basis state, division by Z gives the usual thermal average for 0 < τ < β.

```lean
/-- The imaginary-time Green's function `-tr(exp(-(β-τ)H) c exp(-τH) c†)`, not divided by the
partition function. -/
def greenTau (H c : Matrix n n ℂ) (β τ : ℝ) : ℂ :=
  -trace (boltzmann H (β - τ) * c * boltzmann H τ * cᴴ)
```

Its Fourier integral, with the sign convention exp(+iwτ), is

G(iw) = ∫₀^β exp(iwτ) G(τ) dτ.

```lean
/-- The Fourier integral of the imaginary-time Green's function over `[0, β]` at frequency `w`. -/
def greenFreq (H c : Matrix n n ℂ) (β w : ℝ) : ℂ :=
  ∫ τ in (0 : ℝ)..β, Complex.exp (Complex.I * w * τ) * greenTau H c β τ
```

Each ordered pair of levels (m, k) carries the real, non-negative weight

W_mk = |c_mk|² (exp(−βE_m) + exp(−βE_k)).

```lean
/-- The Lehmann weight `|c_mk|² (exp(-βE_m) + exp(-βE_k))` of a pair of levels. -/
def weight (E : n → ℝ) (c : Matrix n n ℂ) (β : ℝ) (m k : n) : ℝ :=
  ‖c m k‖ ^ 2 * (Real.exp (-(β * E m)) + Real.exp (-(β * E k)))
```

Nothing requires c to obey anticommutation relations. Fermi statistics enter only through the choice of w, which stands for the antiperiodicity of a fermionic Green's function in imaginary time.

## The phase at τ = β

The integer 2p + 1 is odd, hence nonzero, and so w ≠ 0. Lean settles the integer statement with `omega` and carries it over to the reals.

```lean
/-- A fermionic Matsubara frequency is never zero. -/
theorem matsubara_ne_zero {β : ℝ} (hβ : 0 < β) (p : ℤ) : matsubara β p ≠ 0 := by
  have h : (2 * p + 1 : ℤ) ≠ 0 := by omega
  have h' : (2 * (p : ℝ) + 1) ≠ 0 := by exact_mod_cast h
  exact div_ne_zero (mul_ne_zero h' Real.pi_ne_zero) hβ.ne'
```

Multiplying w by β gives

iwβ = iπ + p · 2πi,

and therefore exp(iwβ) = −1. The proof splits the exponent in the same way.

```lean
/-- The phase `exp(iwτ)` at a fermionic frequency equals `-1` at `τ = β`. -/
theorem exp_matsubara {β : ℝ} (hβ : 0 < β) (p : ℤ) :
    Complex.exp (Complex.I * matsubara β p * β) = -1 := by
  have hr : matsubara β p * β = (2 * p + 1) * Real.pi := div_mul_cancel₀ _ hβ.ne'
  have hw : (matsubara β p : ℂ) * β = (2 * p + 1) * Real.pi := by exact_mod_cast hr
  have h : Complex.I * matsubara β p * β
      = Real.pi * Complex.I + p * (2 * Real.pi * Complex.I) := by
    linear_combination Complex.I * hw
  rw [h, Complex.exp_add, Complex.exp_pi_mul_I, Complex.exp_int_mul_two_pi_mul_I, mul_one]
```

## The trace as a sum over pairs of levels

The exponential of a diagonal matrix is again diagonal, with each diagonal entry exponentiated, so exp(−sH) has diagonal entries exp(−sE_m).

```lean
/-- The Boltzmann operator of a diagonal Hamiltonian is the diagonal matrix of Boltzmann factors. -/
theorem boltzmann_levels (E : n → ℝ) (s : ℝ) :
    boltzmann (levels E) s = diagonal fun m => Complex.exp (-((s : ℂ) * E m)) := by
  unfold boltzmann levels
  rw [← Matrix.diagonal_smul, Matrix.exp_diagonal]
  congr 1
  funext m
  refine (Pi.coe_exp _ m).trans ?_
  rw [Complex.exp_eq_exp_ℂ]
  congr 1
  simp [Pi.smul_apply, smul_eq_mul]
```

The two matrix elements of c and c† combine into a squared modulus:

c_mk (c†)_km = c_mk c_mk* = |c_mk|².

```lean
omit [Fintype n] [DecidableEq n] in
private lemma mul_star_entry (c : Matrix n n ℂ) (m k : n) :
    c m k * star (c m k) = ((‖c m k‖ ^ 2 : ℝ) : ℂ) := by
  rw [← Complex.normSq_eq_norm_sq]
  exact Complex.mul_conj _
```

Writing out the trace and the matrix products then gives

G(τ) = −Σ_m Σ_k |c_mk|² exp(−(β−τ)E_m) exp(−τE_k).

The Lean proof unfolds the trace into the sum over m and the product into the sum over k, then compares the terms.

```lean
/-- For a diagonal Hamiltonian the imaginary-time Green's function is a sum of exponentials over
pairs of levels. -/
theorem greenTau_levels (E : n → ℝ) (c : Matrix n n ℂ) (β τ : ℝ) :
    greenTau (levels E) c β τ = -∑ m, ∑ k, ((‖c m k‖ ^ 2 : ℝ) : ℂ) *
      (Complex.exp (-(((β - τ : ℝ) : ℂ) * E m)) * Complex.exp (-((τ : ℂ) * E k))) := by
  unfold greenTau
  rw [boltzmann_levels, boltzmann_levels, Matrix.trace]
  congr 1
  refine Finset.sum_congr rfl fun m _ => ?_
  rw [Matrix.diag_apply, Matrix.mul_apply]
  refine Finset.sum_congr rfl fun k _ => ?_
  rw [Matrix.mul_diagonal, Matrix.diagonal_mul, Matrix.conjTranspose_apply, ← mul_star_entry]
  ring
```

## One exponential integral per pair

For energies a and b, put z = iw + a − b. Its imaginary part is w, so z ≠ 0 even when a = b. The integrand is

exp(iwτ) exp(−(β−τ)a) exp(−τb) = exp(−βa) exp(zτ),

and its integral over [0, β] is

exp(−βa) (exp(zβ) − 1)/z.

At the upper limit the fermionic phase supplies a minus sign:

exp(−βa) exp(zβ) = exp(iwβ) exp(−βb) = −exp(−βb).

The integral is therefore

−(exp(−βa) + exp(−βb))/z.

In the proof, `hz` is the statement z ≠ 0, `h` rewrites the integrand, and `hend` evaluates the upper limit.

```lean
/-- The Fourier integral for one pair of levels with energies `a` and `b`. -/
theorem integral_pair {β : ℝ} (hβ : 0 < β) (p : ℤ) (a b : ℝ) :
    ∫ τ in (0 : ℝ)..β, Complex.exp (Complex.I * matsubara β p * τ) *
      (Complex.exp (-(((β - τ : ℝ) : ℂ) * a)) * Complex.exp (-((τ : ℂ) * b)))
    = -(Complex.exp (-((β : ℂ) * a)) + Complex.exp (-((β : ℂ) * b))) /
      (Complex.I * matsubara β p + a - b) := by
  -- the denominator has imaginary part w, which is nonzero
  have hz : Complex.I * matsubara β p + a - b ≠ 0 := by
    intro h
    have him := congrArg Complex.im h
    simp at him
    exact matsubara_ne_zero hβ p him
  have h : ∀ τ : ℝ, Complex.exp (Complex.I * matsubara β p * τ) *
      (Complex.exp (-(((β - τ : ℝ) : ℂ) * a)) * Complex.exp (-((τ : ℂ) * b)))
      = Complex.exp (-((β : ℂ) * a)) *
        Complex.exp ((Complex.I * matsubara β p + a - b) * τ) := by
    intro τ
    rw [← Complex.exp_add, ← Complex.exp_add, ← Complex.exp_add]
    congr 1
    push_cast
    ring
  -- at the upper limit the fermionic phase gives a minus sign
  have hend : Complex.exp (-((β : ℂ) * a)) *
      Complex.exp ((Complex.I * matsubara β p + a - b) * β)
      = -Complex.exp (-((β : ℂ) * b)) := by
    have h1 : Complex.exp (-((β : ℂ) * a)) *
        Complex.exp ((Complex.I * matsubara β p + a - b) * β)
        = Complex.exp (Complex.I * matsubara β p * β) * Complex.exp (-((β : ℂ) * b)) := by
      rw [← Complex.exp_add, ← Complex.exp_add]
      congr 1
      ring
    rw [h1, exp_matsubara hβ, neg_one_mul]
  simp_rw [h]
  rw [intervalIntegral.integral_const_mul, integral_exp_mul_complex hz, Complex.ofReal_zero,
    mul_zero, Complex.exp_zero, ← mul_div_assoc, mul_sub, hend]
  ring
```

## The Lehmann sum for diagonal H

Multiplying each integral by −|c_mk|² and adding the pairs gives

G(iw) = Σ_m Σ_k W_mk/(iw + E_m − E_k).

The sums are finite and every term is continuous in τ, so the integral may be taken term by term. Lean does this once for each sum and then applies `integral_pair`.

```lean
/-- Thermal Lehmann representation for a diagonal Hamiltonian. -/
theorem lehmann_levels {β : ℝ} (hβ : 0 < β) (p : ℤ) (E : n → ℝ) (c : Matrix n n ℂ) :
    greenFreq (levels E) c β (matsubara β p) = ∑ m, ∑ k,
      (weight E c β m k : ℂ) / (Complex.I * matsubara β p + E m - E k) := by
  have h : ∀ τ : ℝ, Complex.exp (Complex.I * matsubara β p * τ) * greenTau (levels E) c β τ
      = ∑ m, ∑ k, (-((‖c m k‖ ^ 2 : ℝ) : ℂ)) *
        (Complex.exp (Complex.I * matsubara β p * τ) *
        (Complex.exp (-(((β - τ : ℝ) : ℂ) * E m)) * Complex.exp (-((τ : ℂ) * E k)))) := by
    intro τ
    rw [greenTau_levels, mul_neg, Finset.mul_sum, ← Finset.sum_neg_distrib]
    refine Finset.sum_congr rfl fun m _ => ?_
    rw [Finset.mul_sum, ← Finset.sum_neg_distrib]
    refine Finset.sum_congr rfl fun k _ => ?_
    ring
  unfold greenFreq
  simp_rw [h]
  -- exchange the integral with the finite sums over levels
  rw [intervalIntegral.integral_finsetSum
    (fun m _ => Continuous.intervalIntegrable (by fun_prop) _ _)]
  refine Finset.sum_congr rfl fun m _ => ?_
  rw [intervalIntegral.integral_finsetSum
    (fun k _ => Continuous.intervalIntegrable (by fun_prop) _ _)]
  refine Finset.sum_congr rfl fun k _ => ?_
  rw [intervalIntegral.integral_const_mul, integral_pair hβ]
  unfold weight
  push_cast
  ring
```

A single fermionic mode of energy 1 makes a small check. Take the empty state with E_0 = 0, the occupied state with E_1 = 1, and let c_01 = 1 be the only nonzero entry of c. With β = π and p = 0, the frequency is w = 1. Directly, G(τ) = −exp(−τ), so

G(i) = −∫₀^π exp((i−1)τ) dτ = (1 + exp(−π))/(i − 1) ≈ −0.522 − 0.522i.

The Lehmann sum has one nonzero term, with weight 1 + exp(−π) and denominator i + 0 − 1, and gives the same number. Here Z = 1 + exp(−π), so the normalised value is 1/(i − 1) = −(1 + i)/2, the free propagator 1/(iw − 1) at w = 1.

## From the eigenbasis to a general basis

Let U be unitary. Since (UHU†)^j = U H^j U† for every power j, the exponential series gives

exp(−sUHU†) = U exp(−sH) U†.

Insert this into the trace and move the first U to the end by cyclicity. The operators between the Boltzmann factors become U†cU and U†c†U = (U†cU)†. Changing the basis of H is thus equivalent to replacing c by U†cU. The lemma holds for any matrix H; its `calc` block carries out the cyclic step.

```lean
/-- A unitary change of basis of the Hamiltonian can be moved onto the operator `c`. -/
theorem greenTau_conj {U : Matrix n n ℂ} (hU : U ∈ unitaryGroup n ℂ)
    (H c : Matrix n n ℂ) (β τ : ℝ) :
    greenTau (U * H * Uᴴ) c β τ = greenTau H (Uᴴ * c * U) β τ := by
  have h1 : U * Uᴴ = 1 := Matrix.mem_unitaryGroup_iff.mp hU
  have h2 : Uᴴ * U = 1 := mul_eq_one_comm.mp h1
  have hinv : U⁻¹ = Uᴴ := Matrix.inv_eq_right_inv h1
  have hu : IsUnit U := ⟨⟨U, Uᴴ, h1, h2⟩, rfl⟩
  have hb : ∀ s : ℝ, boltzmann (U * H * Uᴴ) s = U * boltzmann H s * Uᴴ := by
    intro s
    unfold boltzmann
    rw [← hinv, ← Matrix.exp_conj U _ hu, Matrix.mul_smul, Matrix.smul_mul]
  unfold greenTau
  rw [hb, hb]
  congr 1
  -- cyclicity of the trace moves the first U to the end
  calc trace (U * boltzmann H (β - τ) * Uᴴ * c * (U * boltzmann H τ * Uᴴ) * cᴴ)
      = trace (U * (boltzmann H (β - τ) * Uᴴ * c * U * boltzmann H τ * Uᴴ * cᴴ)) := by
        simp only [Matrix.mul_assoc]
    _ = trace ((boltzmann H (β - τ) * Uᴴ * c * U * boltzmann H τ * Uᴴ * cᴴ) * U) :=
        Matrix.trace_mul_comm _ _
    _ = _ := by
        simp only [Matrix.conjTranspose_mul, Matrix.conjTranspose_conjTranspose,
          Matrix.mul_assoc]
```

Now let H = U diag(E) U†, so that the columns of U are eigenvectors of H. The Lehmann sum keeps its form, with weights

|(U†cU)_mk|² (exp(−βE_m) + exp(−βE_k)).

The theorem takes U and E as given data; every Hermitian matrix has such a decomposition by the spectral theorem. For a system with a finite many-body basis, interacting or not, whose Hamiltonian has been fully diagonalised, the formula turns energies and matrix elements into Matsubara Green's function values; dividing them by Z = Σ_m exp(−βE_m) normalises them. It covers one operator paired with its own adjoint, at the discrete points iw; continuation to real frequencies and infinite systems are not treated.

```lean
/-- Thermal Lehmann representation for a Hamiltonian with real energies `E` and eigenvectors the
columns of a unitary `U`; the weights use `c` in the eigenbasis. -/
theorem thermal_lehmann {β : ℝ} (hβ : 0 < β) (p : ℤ) (E : n → ℝ) (c : Matrix n n ℂ)
    {U : Matrix n n ℂ} (hU : U ∈ unitaryGroup n ℂ) :
    greenFreq (U * levels E * Uᴴ) c β (matsubara β p) = ∑ m, ∑ k,
      (weight E (Uᴴ * c * U) β m k : ℂ) / (Complex.I * matsubara β p + E m - E k) := by
  rw [← lehmann_levels hβ]
  unfold greenFreq
  simp_rw [greenTau_conj hU]
```

## The sign of the imaginary part

With d = E_m − E_k and W the weight of the pair in the eigenbasis, each term satisfies

w · Im(W/(iw + d)) = −W w²/(w² + d²) ≤ 0.

Summing gives w · Im G(iw) ≤ 0: the imaginary part is zero or has the sign opposite to w. Division by Z > 0 leaves the sign unchanged, so the normalised Green's function obeys the same inequality. This gives a consistency test for data computed with the sign conventions above and with c paired with c†: a violation larger than the numerical or statistical error reveals a fault, while data that pass may still be wrong. The Lean proof applies the inequality term by term, with `hr` supplying W ≥ 0 and `hq` the non-negative quotient.

```lean
/-- The imaginary part of the Matsubara Green's function never has the same sign as the
frequency. -/
theorem matsubara_mul_im_nonpos {β : ℝ} (hβ : 0 < β) (p : ℤ) (E : n → ℝ) (c : Matrix n n ℂ)
    {U : Matrix n n ℂ} (hU : U ∈ unitaryGroup n ℂ) :
    matsubara β p * (greenFreq (U * levels E * Uᴴ) c β (matsubara β p)).im ≤ 0 := by
  rw [thermal_lehmann hβ p E c hU, Complex.im_sum, Finset.mul_sum]
  refine Finset.sum_nonpos fun m _ => ?_
  rw [Complex.im_sum, Finset.mul_sum]
  refine Finset.sum_nonpos fun k _ => ?_
  have hr : 0 ≤ weight E (Uᴴ * c * U) β m k := by
    unfold weight
    positivity
  have him : (Complex.I * matsubara β p + E m - E k).im = matsubara β p := by simp
  have hq := div_nonneg (mul_nonneg hr (sq_nonneg (matsubara β p)))
    (Complex.normSq_nonneg (Complex.I * matsubara β p + E m - E k))
  rw [Complex.div_im, Complex.ofReal_im, Complex.ofReal_re, him]
  refine le_of_eq_of_le ?_ (neg_nonpos.mpr hq)
  ring

end

end ThermalLehmann
```

```lean
#print axioms ThermalLehmann.thermal_lehmann
#print axioms ThermalLehmann.matsubara_mul_im_nonpos
```

```
'ThermalLehmann.thermal_lehmann' depends on axioms: [propext, Classical.choice, Quot.sound]
'ThermalLehmann.matsubara_mul_im_nonpos' depends on axioms: [propext, Classical.choice, Quot.sound]
```
